# Normalising a grid density to N₀ electrons shifts the potential by a constant

Let $E$ be a functional of densities on a finite grid, differentiable at a density $\rho$ with $\sum_j\rho_j=N_0>0$, and let $v$ be its gradient there. The normalised extension $\rho\mapsto E(N_0\rho/\sum_j\rho_j)$ then has the gradient

$$v_i-\frac{1}{N_0}\sum_j\rho_j v_j$$

at $\rho$. The subtracted constant is the density-weighted mean of the potential, and it has no effect on the first-order energy change when the electron number is conserved.

The grid is a finite type `ι`, and a density is a function `ι → ℝ`.

In Lean 4 with Mathlib:

```lean
import Mathlib

open Topology

namespace NormalisedGridFunctional

noncomputable section

variable {ι : Type*} [Fintype ι]
```

## Potentials as linear responses

A potential $v$ acts on a density change $d$ by $d\mapsto\sum_i v_i d_i$. Here $\rho_i$ is the number of electrons at point $i$, with any quadrature weight already absorbed.

```lean
/-- The linear response `d ↦ ∑ i, v i * d i` of the energy to a density change `d`
in the potential `v`. -/
def pairing (v : ι → ℝ) : (ι → ℝ) →L[ℝ] ℝ :=
  ∑ i, v i • ContinuousLinearMap.proj (R := ℝ) (φ := fun _ : ι => ℝ) i
```

The electron number is therefore a plain sum, $s=\sum_i\rho_i$.

```lean
/-- The number of electrons in a grid density. -/
def electrons (ρ : ι → ℝ) : ℝ := ∑ i, ρ i
```

Rescaling gives $R(\rho)=(N_0/s)\,\rho$.

```lean
/-- The density `ρ` rescaled to hold `N0` electrons (the zero density if `electrons ρ = 0`). -/
def rescale (N0 : ℝ) (ρ : ι → ℝ) : ι → ℝ := (N0 / electrons ρ) • ρ
```

The normalised extension is $E\circ R$.

```lean
/-- The normalised extension of `E`: the energy of the density rescaled to `N0` electrons. -/
def normalisedExtension (E : (ι → ℝ) → ℝ) (N0 : ℝ) (ρ : ι → ℝ) : ℝ := E (rescale N0 ρ)
```

To call $v$ the potential of $E$ at $\rho$ means that the pairing with $v$ is the Fréchet derivative of $E$ at that point. Nothing is assumed about differentiability elsewhere, so functionals that are smooth only on positive densities are covered.

```lean
/-- `v` is the potential (the gradient) of the functional `E` at the density `ρ`. -/
def IsPotential (E : (ι → ℝ) → ℝ) (v ρ : ι → ℝ) : Prop := HasFDerivAt E (pairing v) ρ
```

Written out, the pairing is the expected grid sum.

```lean
/-- The linear response is the grid sum of potential times density change. -/
theorem pairing_apply (v d : ι → ℝ) : pairing v d = ∑ i, v i * d i := by
  simp [pairing, sum_apply]
```

For constants $a$ and $c$,
$$\sum_i c(v_i-a)d_i=c\Big(\sum_i v_i d_i-a\sum_i d_i\Big),$$
so a constant shift is felt only through the electron number of $d$.

```lean
/-- Subtracting a constant `a` from a potential and then scaling it by `c` changes the linear
response through the electron number of the density change only, apart from the factor `c`. -/
theorem pairing_affine (c a : ℝ) (v d : ι → ℝ) :
    pairing (fun i => c * (v i - a)) d = c * (pairing v d - a * electrons d) := by
  simp only [pairing_apply, electrons, mul_sub, sub_mul, Finset.sum_sub_distrib,
    Finset.mul_sum, mul_assoc]
```

If $s\neq0$, the rescaled density holds $(N_0/s)\,s=N_0$ electrons.

```lean
/-- A density with a nonzero number of electrons holds `N0` electrons after rescaling. -/
theorem electrons_rescale (N0 : ℝ) {ρ : ι → ℝ} (h : electrons ρ ≠ 0) :
    electrons (rescale N0 ρ) = N0 := by
  show ∑ i, N0 / electrons ρ * ρ i = N0
  rw [← Finset.mul_sum]
  exact div_mul_cancel₀ N0 h
```

## Differentiating through the normalisation

The factor $N_0/s$ has derivative $-N_0/s^2$ with respect to $s$, and $s$ changes by $\sum_j d_j$. By the product rule,
$$dR[d]=\frac{N_0}{s}\,d-\frac{N_0}{s^2}\Big(\sum_j d_j\Big)\rho .$$
With $v$ taken at the rescaled density $R(\rho)$, the chain rule gives
$$\sum_i v_i\,dR[d]_i=\sum_i\frac{N_0}{s}\Big(v_i-\frac{1}{s}\sum_j\rho_jv_j\Big)d_i .$$

In the proof, `h1` differentiates the factor, `h2` the electron number and `h3` the product; `h4` is the chain rule, and `ring` matches the two forms.

```lean
/-- The potential of the normalised extension at a density with any nonzero number of
electrons, in terms of the potential `v` of `E` at the rescaled density. -/
theorem potential_at_any_number {E : (ι → ℝ) → ℝ} {v ρ : ι → ℝ} {N0 : ℝ}
    (hρ : electrons ρ ≠ 0) (hE : IsPotential E v (rescale N0 ρ)) :
    IsPotential (normalisedExtension E N0)
      (fun i => N0 / electrons ρ * (v i - (∑ j, ρ j * v j) / electrons ρ)) ρ := by
  have hone : ∀ d : ι → ℝ, pairing (fun _ => (1 : ℝ)) d = electrons d := by
    intro d
    simp only [pairing_apply, electrons, one_mul]
  have hsum : ∑ j, ρ j * v j = pairing v ρ := by
    rw [pairing_apply]
    exact Finset.sum_congr rfl fun j _ => mul_comm _ _
  -- derivative of the scaling factor
  have h1 : HasDerivAt (fun t : ℝ => N0 / t) (-N0 / electrons ρ ^ 2) (electrons ρ) := by
    have h := (hasDerivAt_inv hρ).const_mul N0
    simpa only [div_eq_mul_inv, neg_mul, mul_neg] using h
  have h2 : HasFDerivAt (electrons : (ι → ℝ) → ℝ) (pairing (fun _ => (1 : ℝ))) ρ := by
    have he : (electrons : (ι → ℝ) → ℝ) = fun d => pairing (fun _ => (1 : ℝ)) d :=
      funext fun d => (hone d).symm
    rw [he]
    exact (pairing (fun _ : ι => (1 : ℝ))).hasFDerivAt
  -- product rule for the rescaled density
  have h3 : HasFDerivAt (rescale N0 : (ι → ℝ) → (ι → ℝ))
      ((N0 / electrons ρ) • ContinuousLinearMap.id ℝ (ι → ℝ) +
        ((-N0 / electrons ρ ^ 2) • pairing (fun _ => (1 : ℝ))).smulRight ρ) ρ :=
    (h1.comp_hasFDerivAt ρ h2).smul (hasFDerivAt_id ρ)
  -- chain rule for the energy
  have h4 : HasFDerivAt (normalisedExtension E N0) _ ρ := HasFDerivAt.comp ρ hE h3
  refine HasFDerivAt.congr_fderiv h4 (ContinuousLinearMap.ext fun d => ?_)
  rw [pairing_affine, hsum]
  show pairing v ((N0 / electrons ρ) • d +
    (-N0 / electrons ρ ^ 2 * pairing (fun _ => (1 : ℝ)) d) • ρ) = _
  rw [map_add, map_smul, map_smul, hone, smul_eq_mul, smul_eq_mul]
  ring
```

When $s=N_0$, rescaling leaves $\rho$ unchanged (`hr`) and the prefactor is 1. This yields the gradient stated at the start. The theorem assumes $N_0>0$, although its proof uses only $N_0\neq0$; the individual $\rho_i$ need not be positive.

```lean
/-- At a density with `N0` electrons, the potential of the normalised extension is the
potential of `E` minus the constant `(∑ j, ρ j * v j) / N0`. -/
theorem potential_normalisedExtension {E : (ι → ℝ) → ℝ} {v ρ : ι → ℝ} {N0 : ℝ}
    (hN0 : 0 < N0) (hρ : electrons ρ = N0) (hE : IsPotential E v ρ) :
    IsPotential (normalisedExtension E N0) (fun i => v i - (∑ j, ρ j * v j) / N0) ρ := by
  -- rescaling does nothing at the right electron number
  have hr : rescale N0 ρ = ρ := by
    rw [rescale, hρ, div_self hN0.ne', one_smul]
  have h := potential_at_any_number (E := E) (v := v) (ρ := ρ) (N0 := N0)
    (by rw [hρ]; exact hN0.ne') (by rw [hr]; exact hE)
  simpa only [hρ, div_self hN0.ne', one_mul] using h
```

As an example, take two grid points, $E=\rho_1^2+\rho_2^2$, $\rho=(1,3)$ and $N_0=4$. Then $v=(2,6)$, the weighted mean is $(1\cdot2+3\cdot6)/4=5$, and the extension has gradient $(-3,1)$. Directly, the extension is $16(\rho_1^2+\rho_2^2)/(\rho_1+\rho_2)^2$, whose first partial derivative is $16(2/16-20/64)=-3$. Moving along $d=(1,-1)$ gives $-4$ with either gradient.

## What number-conserving changes can see

If $\sum_i d_i=0$, the shift contributes $-\big(\sum_j\rho_jv_j/N_0\big)\sum_i d_i=0$, and the two directional derivatives agree.

```lean
/-- Along number-conserving density changes the normalised extension and `E` have the same
derivative at a density with `N0` electrons. -/
theorem fderiv_eq_of_number_conserving {E : (ι → ℝ) → ℝ} {v ρ d : ι → ℝ} {N0 : ℝ}
    (hN0 : 0 < N0) (hρ : electrons ρ = N0) (hE : IsPotential E v ρ) (hd : electrons d = 0) :
    fderiv ℝ (normalisedExtension E N0) ρ d = fderiv ℝ E ρ d := by
  have h := potential_normalisedExtension hN0 hρ hE
  rw [HasFDerivAt.fderiv h, HasFDerivAt.fderiv hE]
  have h' := pairing_affine 1 ((∑ j, ρ j * v j) / N0) v d
  simp only [one_mul, hd, mul_zero, sub_zero] at h'
  exact h'
```

The full gradients agree only when the shift itself is zero. To see this, pair both with $d=\rho$: $v$ gives $\sum_j\rho_jv_j$, while the shifted potential gives $\sum_j\rho_jv_j-\sum_j\rho_jv_j=0$. Equality therefore forces $\sum_j\rho_jv_j=0$, and the converse is immediate.

```lean
/-- The normalised extension has the same potential as `E` at a density with `N0` electrons
exactly when the density-weighted sum of that potential vanishes. -/
theorem same_potential_iff {E : (ι → ℝ) → ℝ} {v ρ : ι → ℝ} {N0 : ℝ}
    (hN0 : 0 < N0) (hρ : electrons ρ = N0) (hE : IsPotential E v ρ) :
    IsPotential (normalisedExtension E N0) v ρ ↔ ∑ j, ρ j * v j = 0 := by
  have h := potential_normalisedExtension hN0 hρ hE
  constructor
  · intro hv
    -- compare the two derivatives along the density itself
    have h1 := congrArg (fun L : (ι → ℝ) →L[ℝ] ℝ => L ρ) (HasFDerivAt.unique hv h)
    have h2 := pairing_affine 1 ((∑ j, ρ j * v j) / N0) v ρ
    simp only [one_mul] at h1 h2
    rw [hρ, div_mul_cancel₀ _ hN0.ne'] at h2
    linarith
  · intro hS
    rw [hS] at h
    simpa only [zero_div, sub_zero] using h
```

Now let $E$ and $E'$ agree on all positive densities with $N_0$ electrons, and let $\rho$ be one of these. Densities near $\rho$ are still positive, and rescaling takes them to positive $N_0$-electron densities, so the two extensions coincide near $\rho$ (`heq`). Derivatives are unique, hence
$$v_i-\frac{1}{N_0}\sum_j\rho_jv_j=v'_i-\frac{1}{N_0}\sum_j\rho_jv'_j .$$
The proof reads off component $i$ by applying both derivatives to the unit vector `Pi.single i 1`. For density functionals on a finite grid, energies at one fixed electron number thus determine the potential up to a constant.

```lean
/-- If two functionals agree on all positive densities with `N0` electrons, their potentials
at such a density differ by a constant, the density-weighted mean of the difference. -/
theorem potentials_differ_by_constant {E E' : (ι → ℝ) → ℝ} {v v' ρ : ι → ℝ} {N0 : ℝ}
    (hN0 : 0 < N0) (hpos : ∀ i, 0 < ρ i) (hρ : electrons ρ = N0)
    (hE : IsPotential E v ρ) (hE' : IsPotential E' v' ρ)
    (hagree : ∀ σ : ι → ℝ, (∀ i, 0 < σ i) → electrons σ = N0 → E σ = E' σ) (i : ι) :
    v i - v' i = (∑ j, ρ j * (v j - v' j)) / N0 := by
  classical
  have hnear : ∀ᶠ σ in 𝓝 ρ, ∀ k, 0 < σ k :=
    Filter.eventually_all.2 fun k =>
      (isOpen_lt continuous_const (continuous_apply k)).mem_nhds (hpos k)
  -- the two normalised extensions coincide near `ρ`
  have heq : normalisedExtension E N0 =ᶠ[𝓝 ρ] normalisedExtension E' N0 := by
    filter_upwards [hnear] with σ hσ
    have hs : 0 < electrons σ := Finset.sum_pos (fun k _ => hσ k) ⟨i, Finset.mem_univ i⟩
    exact hagree _ (fun k => mul_pos (div_pos hN0 hs) (hσ k)) (electrons_rescale N0 hs.ne')
  have h := potential_normalisedExtension hN0 hρ hE
  have h' := potential_normalisedExtension hN0 hρ hE'
  have hu := HasFDerivAt.unique h (HasFDerivAt.congr_of_eventuallyEq h' heq)
  -- read off the potential at the grid point `i`
  have hi := congrArg (fun L : (ι → ℝ) →L[ℝ] ℝ => L (Pi.single i 1)) hu
  simp only [pairing_apply, Pi.single_apply, mul_ite, mul_one, mul_zero,
    Finset.sum_ite_eq', Finset.mem_univ, if_true] at hi
  simp only [mul_sub, Finset.sum_sub_distrib, sub_div]
  linarith

end

end NormalisedGridFunctional
```

## In a density-functional code

Suppose a program normalises the density before evaluating the energy, and differentiates through both steps with respect to the $\rho_i$. At a density that already holds $N_0$ electrons it returns the shifted potential. With quadrature weights $w_i$ and point values $n_i$, one has $\rho_i=w_in_i$, so the constant subtracted from the potential is $\sum_i w_in_iv_i/N_0$. In a Kohn–Sham calculation such a constant moves every orbital energy equally and leaves the orbitals unchanged. If two codes differ only in this constant, their orbital energies differ by a uniform offset.

```lean
#print axioms NormalisedGridFunctional.potential_normalisedExtension
#print axioms NormalisedGridFunctional.fderiv_eq_of_number_conserving
#print axioms NormalisedGridFunctional.same_potential_iff
#print axioms NormalisedGridFunctional.potentials_differ_by_constant
```

```
'NormalisedGridFunctional.potential_normalisedExtension' depends on axioms: [propext, Classical.choice, Quot.sound]
'NormalisedGridFunctional.fderiv_eq_of_number_conserving' depends on axioms: [propext, Classical.choice, Quot.sound]
'NormalisedGridFunctional.same_potential_iff' depends on axioms: [propext, Classical.choice, Quot.sound]
'NormalisedGridFunctional.potentials_differ_by_constant' depends on axioms: [propext, Classical.choice, Quot.sound]
```
